# Nonzero residuals with pairwise nonpositive overlaps can be mixed to squared norm at most $1/\sum_i \|e_i\|^{-2}$

## How much can mixing gain when stored residuals point away from each other?

With no information about the angles between stored residuals, I can promise nothing about the mixed residual of a DIIS step beyond "no worse than the best vector in the history". DIIS keeps residual vectors $e_i$ and looks for real coefficients $c_i$ with $\sum_i c_i = 1$ that make $\|\sum_i c_i e_i\|$ small. Putting all the weight on the shortest $e_j$ gives $\|e_j\|$, and if the history consists of one vector stored twice that is all there is to get. So the lengths of the stored residuals alone guarantee no gain from mixing.

My claim is that the lengths do give a bound on what mixing can reach when the residuals are nonzero and overshoot one another, meaning $\langle e_i, e_j\rangle \le 0$ for all $i \ne j$. Then some nonnegative coefficients summing to one should give
$$\Big\|\sum_i c_i e_i\Big\|^2 \le \frac{1}{\sum_i 1/\|e_i\|^2}.$$
I would like this made rigorous, with the coefficients written down, and machine-checked. I would also like to know whether the constant is sharp and whether the angle condition is really needed.

## Inverse-square weights give the bound

The claim holds for any nonempty finite family of nonzero vectors in a real inner product space under your angle condition. Write
$$S = \sum_i \frac{1}{\|e_i\|^2}, \qquad w_i = \frac{1/\|e_i\|^2}{S}, \qquad D(c) = \sum_i c_i^2\,\|e_i\|^2 ,$$
where $D(c)$ is the diagonal part of the squared norm for coefficients $c$.

**Expansion.** Bilinearity of the inner product gives, for any real $c$,
$$\Big\|\sum_i c_i e_i\Big\|^2 = \sum_i\sum_j c_i c_j \langle e_i,e_j\rangle = D(c) + \sum_i\sum_{j\ne i} c_i c_j\langle e_i,e_j\rangle .$$

**Sign of the cross terms.** If all $c_i \ge 0$, then $c_ic_j \ge 0$, and each cross term is a nonnegative number times a nonpositive one. Hence $\|\sum_i c_ie_i\|^2 \le D(c)$. The sign of the coefficients matters here, since $c_ic_j<0$ would turn a negative overlap into a positive contribution.

**The weights.** Every $1/\|e_i\|^2$ is positive and there is at least one term, so $S>0$ and $w_i>0$. Also $\sum_i w_i = S/S = 1$. Each diagonal term is
$$w_i^2\|e_i\|^2 = \frac{\|e_i\|^{-4}\,\|e_i\|^2}{S^2} = \frac{1/\|e_i\|^2}{S^2},$$
so $D(w) = S/S^2 = 1/S$. With the previous step, $\|\sum_i w_ie_i\|^2 \le 1/S$. For $n$ residuals of common length $\rho$ this reads $\rho^2/n$.

**The weights minimise the diagonal part.** For any real $c$ with $\sum_i c_i = 1$, the Cauchy–Schwarz inequality for the numbers $c_i\|e_i\|$ and $1/\|e_i\|$ gives
$$1 = \Big(\sum_i c_i\|e_i\|\cdot\frac{1}{\|e_i\|}\Big)^2 \le \Big(\sum_i c_i^2\|e_i\|^2\Big)\Big(\sum_i \frac{1}{\|e_i\|^2}\Big) = D(c)\,S,$$
that is $D(c)\ge 1/S$.

**Sharpness.** For pairwise orthogonal residuals the cross terms vanish, so $\|\sum_i c_ie_i\|^2 = D(c) \ge 1/S$ for all real coefficients summing to one, negative ones included. The constant cannot be improved over the whole class.

**Equality.** Under the angle condition, suppose $\|\sum_i w_ie_i\|^2 = 1/S$. Since $D(w)=1/S$, the cross terms sum to zero. They are all nonpositive, so each is zero, and $w_iw_j>0$ forces $\langle e_i,e_j\rangle = 0$ for $i \neq j$. Conversely, orthogonality gives both inequalities and hence equality.

**Strict gain.** With at least two residuals, fix $j$ and pick $k\ne j$. Then $S \ge 1/\|e_j\|^2 + 1/\|e_k\|^2 > 1/\|e_j\|^2$, so $1/S<\|e_j\|^2$, and the mixed residual is strictly shorter than every stored one. With a single residual $w=1$ and the bound is the equality $\|e\|^2=\|e\|^2$.

**Failure without the angle condition.** Store a nonzero $v$ twice. Any $c_0+c_1=1$ returns $v$, while $S = 2/\|v\|^2$, so $1/S = \|v\|^2/2 < \|v\|^2$.

### The Lean file

```lean
import Mathlib

open Finset

namespace DIISObtuse

noncomputable section

variable {ι E : Type*} [Fintype ι] [NormedAddCommGroup E] [InnerProductSpace ℝ E]

/-- The mixed residual `∑ c_i e_i` formed from stored residuals `e_i` with coefficients `c_i`. -/
def residual (e : ι → E) (c : ι → ℝ) : E := ∑ i, c i • e i

/-- The sum `S = ∑ 1/‖e_i‖²` of inverse squared residual norms. -/
def invSum (e : ι → E) : ℝ := ∑ i, 1 / ‖e i‖ ^ 2

/-- The inverse-square weights `w_i = (1/‖e_i‖²) / S`. -/
def weight (e : ι → E) (i : ι) : ℝ := (1 / ‖e i‖ ^ 2) / invSum e

/-- The residuals are pairwise obtuse: `e i` and `e j` have nonpositive inner product whenever the
labels `i` and `j` differ. -/
def Obtuse (e : ι → E) : Prop := ∀ i j, i ≠ j → inner ℝ (e i) (e j) ≤ 0

/-- The squared norm of the mixed residual is the diagonal part `∑ c_i² ‖e_i‖²` plus the
cross terms `c_i c_j ⟨e_i, e_j⟩` over `i ≠ j`. -/
theorem norm_sq_residual [DecidableEq ι] (e : ι → E) (c : ι → ℝ) :
    ‖residual e c‖ ^ 2 = ∑ i, c i ^ 2 * ‖e i‖ ^ 2
      + ∑ i, ∑ j ∈ univ.erase i, c i * c j * inner ℝ (e i) (e j) := by
  rw [← real_inner_self_eq_norm_sq (residual e c)]
  unfold residual
  rw [sum_inner, ← Finset.sum_add_distrib]
  refine Finset.sum_congr rfl fun i _ => ?_
  -- split off the term j = i
  rw [inner_sum, ← Finset.add_sum_erase _ _ (mem_univ i)]
  simp only [real_inner_smul_left, real_inner_smul_right]
  rw [real_inner_self_eq_norm_sq]
  congr 1
  · ring
  · exact Finset.sum_congr rfl fun j _ => by ring

/-- For obtuse residuals and nonnegative coefficients the squared norm of the mixed residual
is at most the diagonal part `∑ c_i² ‖e_i‖²`. -/
theorem norm_sq_residual_le_diag {e : ι → E} (h : Obtuse e) {c : ι → ℝ} (hc : ∀ i, 0 ≤ c i) :
    ‖residual e c‖ ^ 2 ≤ ∑ i, c i ^ 2 * ‖e i‖ ^ 2 := by
  classical
  have hcross : ∑ i, ∑ j ∈ univ.erase i, c i * c j * inner ℝ (e i) (e j) ≤ 0 :=
    Finset.sum_nonpos fun i _ => Finset.sum_nonpos fun j hj =>
      mul_nonpos_iff.2 (Or.inl ⟨mul_nonneg (hc i) (hc j), h i j (ne_of_mem_erase hj).symm⟩)
  rw [norm_sq_residual]
  linarith

omit [InnerProductSpace ℝ E] in
/-- For nonzero residuals `S > 0`, the inverse-square weights are positive and sum to one,
and their diagonal part `∑ w_i² ‖e_i‖²` equals `1/S`. -/
theorem weight_spec [Nonempty ι] {e : ι → E} (he : ∀ i, e i ≠ 0) :
    0 < invSum e ∧ (∀ i, 0 < weight e i) ∧ ∑ i, weight e i = 1 ∧
      ∑ i, weight e i ^ 2 * ‖e i‖ ^ 2 = 1 / invSum e := by
  have hn : ∀ i, 0 < ‖e i‖ := fun i => norm_pos_iff.2 (he i)
  have hS : 0 < invSum e :=
    Finset.sum_pos (fun i _ => one_div_pos.2 (pow_pos (hn i) 2)) univ_nonempty
  refine ⟨hS, fun i => div_pos (one_div_pos.2 (pow_pos (hn i) 2)) hS, ?_, ?_⟩
  · unfold weight
    rw [← Finset.sum_div]
    exact div_self hS.ne'
  · have hS' := hS.ne'
    have hterm : ∀ i, weight e i ^ 2 * ‖e i‖ ^ 2 = (1 / ‖e i‖ ^ 2) / invSum e ^ 2 := by
      intro i
      have hi := (hn i).ne'
      unfold weight
      field_simp
    rw [Finset.sum_congr rfl fun i _ => hterm i, ← Finset.sum_div]
    change invSum e / invSum e ^ 2 = _
    field_simp

/-- Main bound: for nonzero, pairwise obtuse residuals the inverse-square weights are positive,
sum to one, and give `‖∑ w_i e_i‖² ≤ 1 / ∑ (1/‖e_i‖²)`. -/
theorem obtuse_residual_bound [Nonempty ι] {e : ι → E} (he : ∀ i, e i ≠ 0) (h : Obtuse e) :
    (∀ i, 0 < weight e i) ∧ ∑ i, weight e i = 1 ∧
      ‖residual e (weight e)‖ ^ 2 ≤ 1 / invSum e := by
  obtain ⟨_, hpos, hsum, hdiag⟩ := weight_spec he
  exact ⟨hpos, hsum, (norm_sq_residual_le_diag h fun i => (hpos i).le).trans hdiag.le⟩

omit [InnerProductSpace ℝ E] in
/-- For nonzero residuals and any real coefficients summing to one, the diagonal part
`∑ c_i² ‖e_i‖²` is at least `1/S`. -/
theorem diag_lower_bound {e : ι → E} (he : ∀ i, e i ≠ 0) {c : ι → ℝ} (hc : ∑ i, c i = 1) :
    1 / invSum e ≤ ∑ i, c i ^ 2 * ‖e i‖ ^ 2 := by
  have hne : Nonempty ι := by
    by_contra hempty
    rw [not_nonempty_iff] at hempty
    simp at hc
  -- Cauchy-Schwarz for c_i ‖e_i‖ and 1/‖e_i‖
  have hcs := Finset.sum_mul_sq_le_sq_mul_sq univ (fun i => c i * ‖e i‖) (fun i => 1 / ‖e i‖)
  have h1 : ∑ i, c i * ‖e i‖ * (1 / ‖e i‖) = 1 := by
    refine Eq.trans (Finset.sum_congr rfl fun i _ => ?_) hc
    have hi := norm_ne_zero_iff.2 (he i)
    field_simp
  simp only [h1, mul_pow, div_pow, one_pow] at hcs
  rw [div_le_iff₀ (weight_spec he).1]
  exact hcs

/-- Sharpness: for nonzero, pairwise orthogonal residuals every choice of real coefficients
summing to one has `‖∑ c_i e_i‖² ≥ 1/S`. -/
theorem orthogonal_sharp {e : ι → E} (he : ∀ i, e i ≠ 0)
    (h : ∀ i j, i ≠ j → inner ℝ (e i) (e j) = 0) {c : ι → ℝ} (hc : ∑ i, c i = 1) :
    1 / invSum e ≤ ‖residual e c‖ ^ 2 := by
  classical
  have hcross : ∑ i, ∑ j ∈ univ.erase i, c i * c j * inner ℝ (e i) (e j) = 0 :=
    Finset.sum_eq_zero fun i _ => Finset.sum_eq_zero fun j hj => by
      rw [h i j (ne_of_mem_erase hj).symm, mul_zero]
  rw [norm_sq_residual, hcross, add_zero]
  exact diag_lower_bound he hc

/-- Equality case: for nonzero obtuse residuals the inverse-square weights give exactly `1/S`
if and only if the residuals are pairwise orthogonal. -/
theorem bound_attained_iff [Nonempty ι] {e : ι → E} (he : ∀ i, e i ≠ 0) (h : Obtuse e) :
    ‖residual e (weight e)‖ ^ 2 = 1 / invSum e ↔
      ∀ i j, i ≠ j → inner ℝ (e i) (e j) = 0 := by
  classical
  obtain ⟨_, hpos, hsum, hdiag⟩ := weight_spec he
  constructor
  · intro heq i j hij
    have hterm : ∀ k, ∀ l ∈ univ.erase k,
        weight e k * weight e l * inner ℝ (e k) (e l) ≤ 0 := fun k l hl =>
      mul_nonpos_iff.2
        (Or.inl ⟨(mul_pos (hpos k) (hpos l)).le, h k l (ne_of_mem_erase hl).symm⟩)
    rw [norm_sq_residual, hdiag] at heq
    -- a vanishing sum of nonpositive cross terms vanishes termwise
    have hcross : ∑ k, ∑ l ∈ univ.erase k,
        weight e k * weight e l * inner ℝ (e k) (e l) = 0 := by linarith
    have hi := (Finset.sum_eq_zero_iff_of_nonpos
      fun k _ => Finset.sum_nonpos (hterm k)).1 hcross i (mem_univ i)
    have hj := (Finset.sum_eq_zero_iff_of_nonpos (hterm i)).1 hi j
      (mem_erase.2 ⟨hij.symm, mem_univ j⟩)
    exact (mul_eq_zero.1 hj).resolve_left (mul_pos (hpos i) (hpos j)).ne'
  · intro horth
    exact le_antisymm (obtuse_residual_bound he h).2.2 (orthogonal_sharp he horth hsum)

/-- With at least two nonzero obtuse residuals, the mixed residual with inverse-square weights
has strictly smaller squared norm than every stored residual. -/
theorem strict_improvement [Nontrivial ι] {e : ι → E} (he : ∀ i, e i ≠ 0) (h : Obtuse e)
    (j : ι) : ‖residual e (weight e)‖ ^ 2 < ‖e j‖ ^ 2 := by
  obtain ⟨k, hk⟩ := exists_ne j
  have hn : ∀ i, 0 < ‖e i‖ ^ 2 := fun i => pow_pos (norm_pos_iff.2 (he i)) 2
  have hlt : 1 / ‖e j‖ ^ 2 < invSum e :=
    Finset.single_lt_sum (f := fun i => 1 / ‖e i‖ ^ 2) hk (mem_univ j) (mem_univ k)
      (one_div_pos.2 (hn k)) fun i _ _ => (one_div_pos.2 (hn i)).le
  refine (obtuse_residual_bound he h).2.2.trans_lt ?_
  rw [div_lt_iff₀ (hn j)] at hlt
  rw [div_lt_iff₀ (weight_spec he).1]
  linarith

/-- The two plane vectors `(1, 0)` and `(-1, 1)`. -/
def planePair : Fin 2 → EuclideanSpace ℝ (Fin 2) := ![!₂[1, 0], !₂[-1, 1]]

/-- The vectors `(1, 0)` and `(-1, 1)` are nonzero and obtuse, with inner product `-1`. -/
theorem obtuse_witness :
    (∀ i, planePair i ≠ 0) ∧ Obtuse planePair ∧ inner ℝ (planePair 0) (planePair 1) = -1 := by
  have h01 : inner ℝ (planePair 0) (planePair 1) = -1 := by
    simp [planePair, PiLp.inner_apply, Fin.sum_univ_two]
  have h10 : inner ℝ (planePair 1) (planePair 0) = -1 := by
    rw [real_inner_comm]
    exact h01
  refine ⟨Fin.forall_fin_two.2 ⟨fun h => ?_, fun h => ?_⟩, ?_, h01⟩
  · rw [h, inner_zero_left] at h01
    norm_num at h01
  · rw [h, inner_zero_right] at h01
    norm_num at h01
  · unfold Obtuse
    exact Fin.forall_fin_two.2
      ⟨Fin.forall_fin_two.2 ⟨fun h => absurd rfl h, fun _ => h01.le.trans (by norm_num)⟩,
        Fin.forall_fin_two.2 ⟨fun _ => h10.le.trans (by norm_num), fun h => absurd rfl h⟩⟩

/-- If one nonzero residual `v` is stored twice, every choice of coefficients summing to one
gives a mixed residual with squared norm strictly above `1/S`. -/
theorem bound_fails_for_repeated {v : E} (hv : v ≠ 0) {c : Fin 2 → ℝ} (hc : ∑ i, c i = 1) :
    1 / invSum (fun _ : Fin 2 => v) < ‖residual (fun _ : Fin 2 => v) c‖ ^ 2 := by
  have hr : residual (fun _ : Fin 2 => v) c = v := by
    simp only [residual, ← Finset.sum_smul, hc, one_smul]
  have hS : invSum (fun _ : Fin 2 => v) = 2 / ‖v‖ ^ 2 := by
    simp only [invSum, Fin.sum_univ_two]
    ring
  have hn : 0 < ‖v‖ ^ 2 := pow_pos (norm_pos_iff.2 hv) 2
  rw [hr, hS, one_div_div]
  linarith

end

end DIISObtuse
```

```lean
#print axioms DIISObtuse.norm_sq_residual_le_diag
-- 'DIISObtuse.norm_sq_residual_le_diag' depends on axioms: [propext, Classical.choice, Quot.sound]
#print axioms DIISObtuse.obtuse_residual_bound
-- 'DIISObtuse.obtuse_residual_bound' depends on axioms: [propext, Classical.choice, Quot.sound]
#print axioms DIISObtuse.strict_improvement
-- 'DIISObtuse.strict_improvement' depends on axioms: [propext, Classical.choice, Quot.sound]
#print axioms DIISObtuse.bound_fails_for_repeated
-- 'DIISObtuse.bound_fails_for_repeated' depends on axioms: [propext, Classical.choice, Quot.sound]
```

### What the definitions and theorems say about DIIS

The history is a function `e : ι → E`. The type `ι` is a finite set of history labels, and `E` is a real inner product space of any dimension, finite or infinite; `inner ℝ (e i) (e j)` is $\langle e_i,e_j\rangle$. The four definitions follow the formulas: `residual e c` is $\sum_i c_ie_i$, `invSum e` is $S$, `weight e i` is $w_i$, and `Obtuse e` is the angle condition. "Obtuse" includes right angles, so for nonzero residuals it means an angle of at least $90^\circ$ between any two with different labels; a nonzero vector stored under two labels violates it.

`Obtuse e` is assumed and not derived from any iteration. It is a condition on the residuals and not on the displacements of the iterates from the solution: the residual of every iterate has nonpositive overlap with the residual of every other one. For an affine residual map it holds, for example, when two iterates lie on opposite sides of the solution on one line through it, since their residuals are then negative multiples of each other. It is demanding for longer histories: if the residuals alternate along one direction, the first and third are aligned and the condition fails. The constraint $\sum_i c_i=1$ has its usual role: for an affine residual map $r$ with $e_i = r(x_i)$ at iterates $x_i$, it makes $r(\sum_i c_ix_i) = \sum_i c_ie_i$. The file contains no iterates and no map $r$, only the vectors $e_i$.

The main theorem, `obtuse_residual_bound`, takes `[Nonempty ι]`, `he : ∀ i, e i ≠ 0` and `h : Obtuse e`, and concludes that all weights are strictly positive, that they sum to one, and that `‖residual e (weight e)‖ ^ 2 ≤ 1 / invSum e`. Your existence claim follows by taking $c=w$. The hypothesis `he` is tied to the strict positivity: Lean sets $1/0=0$, so a zero residual would receive weight zero.

DIIS proper minimises the norm over all real coefficients summing to one, and the theorem evaluates one admissible choice, which bounds that minimum from above whether or not the coefficients are restricted to be nonnegative. In a self-consistent-field calculation with real commutator error matrices and the Frobenius inner product, $1/S$ therefore bounds the squared norm of the linearly predicted error of one mixing step for a fixed history of nonzero residuals satisfying `Obtuse`, and says nothing about the error after the Fock matrix is rebuilt or about convergence over many steps.

The remaining theorems match the later steps. `diag_lower_bound` is $D(c)\ge 1/S$, and `orthogonal_sharp` is the lower bound for orthogonal residuals; both allow arbitrary real `c` with `∑ i, c i = 1`, which already excludes an empty history. `bound_attained_iff` is the equality case, and it concerns the weights $w$ only. `strict_improvement` uses `[Nontrivial ι]` for "at least two labels". `bound_fails_for_repeated` is the repeated vector, indexed by `Fin 2` with labels $0$ and $1$.

`obtuse_witness` shows that $e_0=(1,0)$ and $e_1=(-1,1)$, named `planePair`, are nonzero, satisfy `Obtuse`, and have inner product $-1$. For this pair $S=3/2$, $w=(2/3,1/3)$, and the mixed residual is $(1/3,1/3)$ with squared norm $2/9$, well below $1/S=2/3$. The coefficients $(3/5,2/5)$ give $(1/5,2/5)$ with squared norm $1/5$, so $w$ need not be the DIIS minimiser when some overlap is strictly negative. These numbers, the remarks on affine maps and SCF, and the two variations at the end are commentary and not theorems of the file.

### How the tactics follow the algebra

`norm_sq_residual` is the expansion. The rewrite with `real_inner_self_eq_norm_sq` turns the squared norm into an inner product of the sum with itself, `sum_inner` and `inner_sum` pull out the sums over $i$ and $j$, and `Finset.add_sum_erase` separates $j=i$ from the rest, which is the set `univ.erase i`. The coefficients come out by `real_inner_smul_left` and `real_inner_smul_right`, and `ring` matches $c_i c_i\|e_i\|^2$ with $c_i^2\|e_i\|^2$.

`norm_sq_residual_le_diag` is the sign argument. In `hcross`, `Finset.sum_nonpos` is applied to the outer and the inner sum, and each term is handled by `mul_nonpos_iff` from $c_ic_j\ge0$ and the angle condition; membership in `univ.erase i` supplies $i\ne j$. After the expansion, `linarith` discards the cross sum.

`weight_spec` involves only norms, which is why the inner product structure is omitted from it. `hS` is $S>0$ by `Finset.sum_pos`. The normalisation takes $S$ out of the sum with `Finset.sum_div` and closes with `div_self`. `hterm` is the termwise identity for $w_i^2\|e_i\|^2$, and the last `field_simp` is $S/S^2=1/S$. `obtuse_residual_bound` then chains the diagonal inequality at $c=w$ with `hdiag`.

In `diag_lower_bound`, `hcs` is Cauchy–Schwarz in the form `Finset.sum_mul_sq_le_sq_mul_sq`, `h1` cancels $\|e_i\|$ against $1/\|e_i\|$ to leave $\sum_i c_i=1$, and `div_le_iff₀` converts the goal $1/S\le D(c)$ into $1\le D(c)\,S$. `orthogonal_sharp` sets every cross term to zero and calls this lemma.

For the forward direction of `bound_attained_iff`, substituting the expansion and `hdiag` leaves a vanishing cross sum. `Finset.sum_eq_zero_iff_of_nonpos` is used twice, first to isolate row $i$ and then entry $j$, and `mul_eq_zero` with $w_iw_j>0$ leaves the inner product zero. The reverse direction is `le_antisymm` applied to the main bound and to `orthogonal_sharp` at $c=w$.

`strict_improvement` obtains $k\ne j$ from `exists_ne`, gets $1/\|e_j\|^2<S$ from `Finset.single_lt_sum`, and clears both denominators with `div_lt_iff₀`. `obtuse_witness` computes the inner product $-1$, notes that a zero vector would make it $0$, and checks the four index pairs. `bound_fails_for_repeated` establishes `hr`, that the mixture is $v$, and `hS`, that $S=2/\|v\|^2$.

### The clause $i \ne j$ in the angle condition

Writing the condition as $\langle e_i,e_j\rangle\le0$ for all $i,j$ looks harmless and destroys the theorem. The case $i=j$ would demand $\|e_i\|^2\le0$, which contradicts `he` for a nonempty history, so the bound would compile while applying to no family of vectors at all. The clause `i ≠ j` in `Obtuse` avoids this, and `obtuse_witness` exhibits a family that meets every hypothesis of the main theorem with a strictly negative overlap.

### The same bound for the overlap matrix

The residuals enter only through the matrix $B_{ij}=\langle e_i,e_j\rangle$ that DIIS builds, so the statement can be phrased for a real matrix $B$ with $B_{ii}>0$ and $B_{ij}\le0$ for $i\ne j$: with $w_i \propto 1/B_{ii}$ normalised to sum one, $\sum_{i,j}w_iw_jB_{ij}\le 1/\sum_i B_{ii}^{-1}$. The expansion step would become a splitting of a double sum, and the upper bound would not use positive semidefiniteness of $B$. Complex residuals with real coefficients are covered by either form, with $\operatorname{Re}\langle e_i,e_j\rangle$ as the real inner product. The price is that reading the quadratic form as a squared length would need a separate lemma tying $B$ to vectors, which the present form has in `norm_sq_residual`.
